# The free-particle density matrix on finitely many points is positive semidefinite, and positive definite exactly when the points are distinct

Take one particle of mass $m>0$ on a line, in units with $\hbar=1$. For imaginary time $t>0$, the free kernel is

$$K_t(x,y)=\sqrt{\frac{m}{2\pi t}}\;\exp\!\left(-\frac{m(x-y)^2}{2t}\right).$$

At inverse temperature $\beta$, setting $t=\beta$ gives the position-space matrix elements of the unnormalised thermal density matrix. Given finitely many real points $x_i$ and complex amplitudes $c_i$, define the quadratic form

$$D=\sum_{i,j}\overline{c_i}\,c_j\,K_t(x_i,x_j).$$

The claim is that $D$ is real and $D\ge 0$ for every choice of points and amplitudes. Moreover, $D>0$ for every nonzero $c$ exactly when the points are distinct.

## Two half-steps make a squared modulus

For $s,t>0$, completing the square in $z$ gives

$$\frac{m(x-z)^2}{2s}+\frac{m(z-y)^2}{2t}=\frac{m(x-y)^2}{2(s+t)}+\frac{m(s+t)}{2st}\left(z-\frac{tx+sy}{s+t}\right)^2 .$$

The product $K_s(x,z)K_t(z,y)$ is therefore a Gaussian in $z$, multiplied by a factor independent of $z$. The integral of the Gaussian is $\sqrt{2\pi st/(m(s+t))}$, and the prefactors combine as

$$\sqrt{\frac{m}{2\pi s}\cdot\frac{m}{2\pi t}\cdot\frac{2\pi st}{m(s+t)}}=\sqrt{\frac{m}{2\pi(s+t)}} .$$

This is the composition law

$$\int K_s(x,z)\,K_t(z,y)\,dz=K_{s+t}(x,y).$$

Now split $t$ into two halves and let $\psi(z)=\sum_i c_i K_{t/2}(x_i,z)$. Since the kernel is real and symmetric,

$$D=\int\sum_{i,j}\overline{c_i}\,c_j\,K_{t/2}(x_i,z)K_{t/2}(z,x_j)\,dz=\int|\psi(z)|^2\,dz .$$

The right-hand side is real and nonnegative.

## When the form can vanish

Suppose that the points are distinct and $D=0$. The function $|\psi|^2$ is continuous and nonnegative with zero integral, so $\psi(z)=0$ for every $z$. At an integer $z=n\ge 0$,

$$K_{t/2}(x_i,n)=\sqrt{\frac{m}{\pi t}}\;e^{-mn^2/t}\,e^{-mx_i^2/t}\left(e^{2mx_i/t}\right)^n .$$

Dividing out the factors common to all $i$ leaves

$$\sum_i d_i r_i^n=0\quad(n=0,1,2,\dots),\qquad d_i=c_i e^{-mx_i^2/t},\quad r_i=e^{2mx_i/t}.$$

Linear combinations of these equations give $\sum_k d_k\,p(r_k)=0$ for every polynomial $p$. Fix $i$ and choose $p(X)=\prod_{j\ne i}(X-r_j)$. Only the term $k=i$ survives:

$$d_i\prod_{j\ne i}(r_i-r_j)=0 .$$

The $r_j$ are distinct because the $x_j$ are, so $d_i=0$ and hence $c_i=0$. With a single point the product is empty and equals 1, and the argument still holds.

Conversely, if $x_i=x_j$ for two different labels, put $c_i=1$, $c_j=-1$ and all other amplitudes zero. Then $\psi=0$ and $D=0$ although $c\neq0$.

## The kernel matrix on a grid

In a path-integral calculation by numerical matrix multiplication, the matrix $K_\tau(x_i,x_j)$ is tabulated on a grid for a short imaginary time $\tau$. A real potential $V$ enters the symmetric Trotter step through diagonal factors $e^{-\tau V(x_i)/2}$ on both sides. These factors can be absorbed into the amplitudes, so positivity survives the step.

Definiteness can nevertheless be numerically fragile. For two points a distance $a$ apart, the eigenvalues are $\sqrt{m/(2\pi\tau)}\,\bigl(1\pm e^{-ma^2/(2\tau)}\bigr)$, and the smaller one tends to zero with $a$. On a grid that is fine compared with $\sqrt{\tau/m}$, a slightly negative computed eigenvalue or a failed Cholesky factorisation can come from rounding alone.

## Kernel, form and half-propagated wave in Lean

The development uses Mathlib's measure theory and its notation `conj` for complex conjugation.

```lean
import Mathlib

open MeasureTheory ComplexConjugate

namespace FreeParticleKernel

noncomputable section
```

The kernel is a real-valued function of four real numbers. Positivity of `m` and `t` is not part of the definition; the theorems assume it where they need it.

```lean
/-- The free-particle kernel in one dimension for mass `m` and imaginary time `t`, with `ħ = 1`. -/
def freeKernel (m t x y : ℝ) : ℝ :=
  Real.sqrt (m / (2 * Real.pi * t)) * Real.exp (-(m * (x - y) ^ 2 / (2 * t)))
```

The labels form a finite type `ι`, the points are a function `x : ι → ℝ`, and the amplitudes are a function `c : ι → ℂ`. Nothing here requires different labels to have different points. The form $D$ is `densityForm`, a complex number, so its reality is something to prove.

```lean
variable {ι : Type*} [Fintype ι]

/-- The quadratic form of the free density matrix on the points `x i` with amplitudes `c i`. -/
def densityForm (m t : ℝ) (x : ι → ℝ) (c : ι → ℂ) : ℂ :=
  ∑ i, ∑ j, conj (c i) * c j * (freeKernel m t (x i) (x j) : ℂ)
```

The function $\psi$ is `halfWave`.

```lean
/-- The superposition of point sources `c i` at `x i`, propagated for half the imaginary time. -/
def halfWave (m t : ℝ) (x : ι → ℝ) (c : ι → ℂ) (z : ℝ) : ℂ :=
  ∑ i, c i * (freeKernel m (t / 2) (x i) z : ℂ)
```

These definitions fix the scope: one free particle in one dimension, sampled at finitely many points. The kernel is given by its formula and is not derived from a Hamiltonian.

## Composition of kernels

Symmetry holds because $(x-y)^2=(y-x)^2$.

```lean
/-- The free kernel is symmetric in its two end points. -/
theorem freeKernel_symm (m t x y : ℝ) : freeKernel m t x y = freeKernel m t y x := by
  unfold freeKernel
  rw [show (x - y) ^ 2 = (y - x) ^ 2 by ring]
```

The next lemma is the completed square. Inside it, `h` merges the exponentials and compares exponents, with `field_simp` and `ring` doing the algebra; `linear_combination` then restores the square-root prefactors.

```lean
/-- The product of two successive kernels is a Gaussian in the intermediate point `z`. -/
theorem freeKernel_mul {s t : ℝ} (m : ℝ) (hs : 0 < s) (ht : 0 < t) (x y z : ℝ) :
    freeKernel m s x z * freeKernel m t z y =
      (Real.sqrt (m / (2 * Real.pi * s)) * Real.sqrt (m / (2 * Real.pi * t)) *
        Real.exp (-(m * (x - y) ^ 2 / (2 * (s + t))))) *
      Real.exp (-(m * (s + t) / (2 * s * t)) * (z - (t * x + s * y) / (s + t)) ^ 2) := by
  have hst : s + t ≠ 0 := by positivity
  -- complete the square in the exponent
  have h : Real.exp (-(m * (x - z) ^ 2 / (2 * s))) * Real.exp (-(m * (z - y) ^ 2 / (2 * t))) =
      Real.exp (-(m * (x - y) ^ 2 / (2 * (s + t)))) *
      Real.exp (-(m * (s + t) / (2 * s * t)) * (z - (t * x + s * y) / (s + t)) ^ 2) := by
    rw [← Real.exp_add, ← Real.exp_add]
    congr 1
    field_simp
    ring
  unfold freeKernel
  linear_combination
    (Real.sqrt (m / (2 * Real.pi * s)) * Real.sqrt (m / (2 * Real.pi * t))) * h
```

In this form, integrability over $z$ reduces to that of a centred Gaussian, shifted and multiplied by a constant.

```lean
/-- The product of two successive kernels is integrable over the intermediate point. -/
theorem integrable_freeKernel_mul {m s t : ℝ} (hm : 0 < m) (hs : 0 < s) (ht : 0 < t) (x y : ℝ) :
    Integrable (fun z => freeKernel m s x z * freeKernel m t z y) := by
  have hb : 0 < m * (s + t) / (2 * s * t) := by positivity
  simp_rw [freeKernel_mul m hs ht]
  exact ((integrable_exp_neg_mul_sq hb).comp_sub_right _).const_mul _
```

The composition law follows the calculation by hand: `hshift` moves the Gaussian to the origin, `integral_gaussian` evaluates it, and `hpre` combines the three square roots.

```lean
/-- Composition law: propagation for `s` and then for `t`, integrated over the intermediate
point, is propagation for `s + t`. -/
theorem freeKernel_comp {m s t : ℝ} (hm : 0 < m) (hs : 0 < s) (ht : 0 < t) (x y : ℝ) :
    ∫ z, freeKernel m s x z * freeKernel m t z y = freeKernel m (s + t) x y := by
  have hshift : ∫ z, Real.exp (-(m * (s + t) / (2 * s * t)) *
      (z - (t * x + s * y) / (s + t)) ^ 2) =
      ∫ u, Real.exp (-(m * (s + t) / (2 * s * t)) * u ^ 2) :=
    integral_sub_right_eq_self
      (fun u => Real.exp (-(m * (s + t) / (2 * s * t)) * u ^ 2)) _
  have h1 : 0 ≤ m / (2 * Real.pi * s) := by positivity
  have h2 : 0 ≤ m / (2 * Real.pi * s) * (m / (2 * Real.pi * t)) := by positivity
  -- the three normalisation factors combine into one
  have hpre : Real.sqrt (m / (2 * Real.pi * s)) * Real.sqrt (m / (2 * Real.pi * t)) *
      Real.sqrt (Real.pi / (m * (s + t) / (2 * s * t))) =
      Real.sqrt (m / (2 * Real.pi * (s + t))) := by
    rw [← Real.sqrt_mul h1, ← Real.sqrt_mul h2]
    congr 1
    field_simp
  simp_rw [freeKernel_mul m hs ht]
  rw [integral_const_mul, hshift, integral_gaussian]
  unfold freeKernel
  rw [← hpre]
  ring
```

## Positivity for all points and amplitudes

First, $|\psi(z)|^2$ is expanded as a double sum at fixed $z$. Symmetry of the kernel puts the second factor in the order $K_{t/2}(z,x_j)$.

```lean
/-- The squared modulus of the half-propagated superposition is a double sum over pairs of
sources, each pair joined by two half-time kernels through `z`. -/
theorem normSq_halfWave (m t : ℝ) (x : ι → ℝ) (c : ι → ℂ) (z : ℝ) :
    (Complex.normSq (halfWave m t x c z) : ℂ) = ∑ i, ∑ j, conj (c i) * c j *
      ((freeKernel m (t / 2) (x i) z * freeKernel m (t / 2) z (x j) : ℝ) : ℂ) := by
  rw [Complex.normSq_eq_conj_mul_self, halfWave, map_sum, Finset.sum_mul_sum]
  refine Finset.sum_congr rfl fun i _ => Finset.sum_congr rfl fun j _ => ?_
  rw [map_mul, Complex.conj_ofReal, freeKernel_symm m (t / 2) z (x j), Complex.ofReal_mul]
  ring
```

Integrating term by term gives $D=\int|\psi|^2\,dz$. The integrability facts `hint` justify exchanging the finite sums with the integral, and `add_halves` turns $t/2+t/2$ into $t$.

```lean
/-- The quadratic form of the density matrix is the integrated squared modulus of the
half-propagated superposition. -/
theorem densityForm_eq_integral {m t : ℝ} (hm : 0 < m) (ht : 0 < t) (x : ι → ℝ) (c : ι → ℂ) :
    densityForm m t x c = ((∫ z, Complex.normSq (halfWave m t x c z) : ℝ) : ℂ) := by
  have ht2 : 0 < t / 2 := by positivity
  have hint : ∀ i j, Integrable (fun z : ℝ => conj (c i) * c j *
      ((freeKernel m (t / 2) (x i) z * freeKernel m (t / 2) z (x j) : ℝ) : ℂ)) := by
    intro i j
    have hk : Integrable (fun z : ℝ =>
        ((freeKernel m (t / 2) (x i) z * freeKernel m (t / 2) z (x j) : ℝ) : ℂ)) :=
      (integrable_freeKernel_mul hm ht2 ht2 (x i) (x j)).ofReal
    exact hk.const_mul _
  rw [← integral_complex_ofReal]
  simp_rw [normSq_halfWave]
  rw [MeasureTheory.integral_finsetSum _ (fun i _ => MeasureTheory.integrable_finsetSum _ (fun j _ => hint i j))]
  unfold densityForm
  refine Finset.sum_congr rfl fun i _ => ?_
  rw [MeasureTheory.integral_finsetSum _ (fun j _ => hint i j)]
  refine Finset.sum_congr rfl fun j _ => ?_
  -- two half steps make one full step
  rw [integral_const_mul, integral_complex_ofReal, freeKernel_comp hm ht2 ht2, add_halves]
```

The main theorem states that, for positive `m` and `t`, the imaginary part of the form is zero and its real part is nonnegative. For this free-particle model, it is the finite-point version of the requirement that a quantum density matrix assign no negative weight to any state.

```lean
/-- The free density matrix is positive semidefinite: its quadratic form is real and
nonnegative for all points and all complex amplitudes. -/
theorem densityForm_nonneg {m t : ℝ} (hm : 0 < m) (ht : 0 < t) (x : ι → ℝ) (c : ι → ℂ) :
    (densityForm m t x c).im = 0 ∧ 0 ≤ (densityForm m t x c).re := by
  rw [densityForm_eq_integral hm ht, Complex.ofReal_im, Complex.ofReal_re]
  exact ⟨rfl, integral_nonneg fun z => Complex.normSq_nonneg _⟩
```

## Distinct points and strict positivity

The algebraic lemma concerns distinct complex nodes and arbitrary complex weights. It extends the vanishing power sums to all polynomials by induction, with sums and monomials as the two cases, and then tests with the product that vanishes at every node but one.

```lean
/-- If all power sums with distinct nodes `r i` and weights `d i` vanish, every weight is zero. -/
theorem weights_eq_zero (d r : ι → ℂ) (hr : Function.Injective r)
    (h : ∀ n : ℕ, ∑ i, d i * r i ^ n = 0) (i : ι) : d i = 0 := by
  classical
  have hp : ∀ p : Polynomial ℂ, ∑ k, d k * p.eval (r k) = 0 := by
    intro p
    induction p using Polynomial.induction_on' with
    | add p q hp hq => simp only [Polynomial.eval_add, mul_add, Finset.sum_add_distrib, hp, hq,
        add_zero]
    | monomial n a =>
      simp only [Polynomial.eval_monomial]
      rw [← mul_zero a, ← h n, Finset.mul_sum]
      exact Finset.sum_congr rfl fun k _ => by ring
  -- test with the polynomial that vanishes at all nodes but one
  have h1 := hp (∏ j ∈ Finset.univ.erase i, (Polynomial.X - Polynomial.C (r j)))
  rw [Finset.sum_eq_single i] at h1
  · rcases mul_eq_zero.mp h1 with h2 | h2
    · exact h2
    · rw [Polynomial.eval_prod, Finset.prod_eq_zero_iff] at h2
      obtain ⟨j, hj, h3⟩ := h2
      simp only [Polynomial.eval_sub, Polynomial.eval_X, Polynomial.eval_C] at h3
      exact absurd (hr (sub_eq_zero.mp h3)).symm (Finset.ne_of_mem_erase hj)
  · intro k _ hk
    rw [Polynomial.eval_prod, Finset.prod_eq_zero
      (Finset.mem_erase.mpr ⟨hk, Finset.mem_univ k⟩) (by simp), mul_zero]
  · intro hi
    exact absurd (Finset.mem_univ i) hi
```

To apply it, `hexp` factorises the Gaussian at an integer point and `hr` shows that distinct points give distinct nodes. The identity `hfac` isolates the common positive factor, which can then be removed.

```lean
/-- A half-propagated superposition from distinct points vanishes everywhere only if all its
amplitudes vanish. -/
theorem amplitudes_eq_zero {m t : ℝ} (hm : 0 < m) (ht : 0 < t) {x : ι → ℝ}
    (hx : Function.Injective x) {c : ι → ℂ} (h : ∀ z, halfWave m t x c z = 0) : c = 0 := by
  have hexp : ∀ (i : ι) (n : ℕ), Real.exp (-(m * (x i - n) ^ 2 / (2 * (t / 2)))) =
      Real.exp (-(m / t * (n : ℝ) ^ 2)) * Real.exp (-(m / t * x i ^ 2)) *
        Real.exp (2 * (m / t) * x i) ^ n := by
    intro i n
    rw [← Real.exp_nat_mul, ← Real.exp_add, ← Real.exp_add]
    congr 1
    field_simp
    ring
  have hr : Function.Injective (fun i => ((Real.exp (2 * (m / t) * x i) : ℝ) : ℂ)) := by
    intro i j hij
    have h1 := Real.exp_injective (Complex.ofReal_injective hij)
    have h2 : 2 * (m / t) ≠ 0 := by positivity
    exact hx (mul_left_cancel₀ h2 h1)
  have hd := weights_eq_zero (fun i => c i * ((Real.exp (-(m / t * x i ^ 2)) : ℝ) : ℂ)) _ hr (by
    intro n
    -- sample the wave at the integer point n and remove the common Gaussian factor
    have hfac : halfWave m t x c n = ((Real.sqrt (m / (2 * Real.pi * (t / 2))) *
        Real.exp (-(m / t * (n : ℝ) ^ 2)) : ℝ) : ℂ) *
        ∑ i, c i * ((Real.exp (-(m / t * x i ^ 2)) : ℝ) : ℂ) *
          ((Real.exp (2 * (m / t) * x i) : ℝ) : ℂ) ^ n := by
      unfold halfWave freeKernel
      rw [Finset.mul_sum]
      refine Finset.sum_congr rfl fun i _ => ?_
      rw [hexp i n]
      simp only [Complex.ofReal_mul, Complex.ofReal_pow]
      ring
    have hpos : 0 < Real.sqrt (m / (2 * Real.pi * (t / 2))) *
        Real.exp (-(m / t * (n : ℝ) ^ 2)) := by positivity
    rw [h n] at hfac
    exact (mul_eq_zero.mp hfac.symm).resolve_left (Complex.ofReal_ne_zero.mpr hpos.ne'))
  funext i
  exact (mul_eq_zero.mp (hd i)).resolve_right (Complex.ofReal_ne_zero.mpr (Real.exp_pos _).ne')
```

The last theorem is an equivalence. Its left side says that the real part of the form is positive for every nonzero amplitude vector; its right side, `Function.Injective x`, says that different labels have different points. With no labels at all, both sides hold trivially.

In the forward direction, the difference of two `Pi.single` vectors supplies the amplitudes $1$ and $-1$ on coincident points. In the reverse direction, a zero value of the form makes the integral of $|\psi|^2$ vanish. Integrability has to be established here, because Lean assigns the value zero to the integral of a non-integrable function. The integrand is then zero almost everywhere, continuity makes it zero everywhere, and `amplitudes_eq_zero` contradicts $c\ne0$.

```lean
/-- The free density matrix on finitely many points is strictly positive definite exactly when
the points are distinct. -/
theorem densityForm_pos_iff {m t : ℝ} (hm : 0 < m) (ht : 0 < t) (x : ι → ℝ) :
    (∀ c : ι → ℂ, c ≠ 0 → 0 < (densityForm m t x c).re) ↔ Function.Injective x := by
  classical
  constructor
  · intro h i j hij
    by_contra hne
    -- opposite amplitudes on coincident points cancel
    have hc : (Pi.single i 1 - Pi.single j 1 : ι → ℂ) ≠ 0 := by
      intro h0
      have h1 := congrFun h0 i
      simp [hne] at h1
    have hw : ∀ z, halfWave m t x (Pi.single i 1 - Pi.single j 1) z = 0 := by
      intro z
      simp [halfWave, sub_mul, Finset.sum_sub_distrib, Pi.single_apply, hij]
    have hpos := h _ hc
    rw [densityForm_eq_integral hm ht, Complex.ofReal_re] at hpos
    simp [hw] at hpos
  · intro hx c hc
    refine lt_of_le_of_ne (densityForm_nonneg hm ht x c).2 fun h0 => hc ?_
    rw [densityForm_eq_integral hm ht, Complex.ofReal_re] at h0
    have hcont : Continuous (fun z => Complex.normSq (halfWave m t x c z)) := by
      refine Complex.continuous_normSq.comp ?_
      unfold halfWave freeKernel
      fun_prop
    have hint : Integrable (fun z => Complex.normSq (halfWave m t x c z)) := by
      have ht2 : 0 < t / 2 := by positivity
      have hsum : Integrable (fun z : ℝ => ∑ i, ∑ j, (conj (c i) * c j).re *
          (freeKernel m (t / 2) (x i) z * freeKernel m (t / 2) z (x j))) :=
        MeasureTheory.integrable_finsetSum _ fun i _ => MeasureTheory.integrable_finsetSum _ fun j _ =>
          (integrable_freeKernel_mul hm ht2 ht2 (x i) (x j)).const_mul _
      refine hsum.congr (Filter.Eventually.of_forall fun z => ?_)
      have hre := congrArg Complex.re (normSq_halfWave m t x c z)
      simp only [Complex.ofReal_re, Complex.re_sum, Complex.re_mul_ofReal] at hre
      exact hre.symm
    -- a continuous nonnegative density with zero integral vanishes everywhere
    have hae := (integral_eq_zero_iff_of_nonneg
      (fun z => Complex.normSq_nonneg (halfWave m t x c z)) hint).mp h0.symm
    have hzero := (Continuous.ae_eq_iff_eq volume hcont continuous_const).mp hae
    exact amplitudes_eq_zero hm ht hx fun z => Complex.normSq_eq_zero.mp (congrFun hzero z)

end

end FreeParticleKernel
```

```lean
#print axioms FreeParticleKernel.densityForm_pos_iff
```

```
'FreeParticleKernel.densityForm_pos_iff' depends on axioms: [propext, Classical.choice, Quot.sound]
```
